# The Fermi matrix is diagonal in the Hamiltonian's eigenbasis, with occupations 1/(1 + exp ε)

For non-interacting fermions with finitely many one-particle states, let the Hamiltonian be H = U D U⁻¹, where D is diagonal with real levels εᵢ, measured from the chemical potential in units of the temperature. The theorem `fermi_levels` states that the Fermi matrix (1 + exp H)⁻¹ is then U F U⁻¹, where F is diagonal with entries 1/(1 + exp εᵢ). The matrix U need only be invertible, so the eigenvectors in its columns need be neither normalised nor orthogonal. The proof uses `fermi_conj` to reduce the claim to D itself, and there checks entry by entry that (1 + exp D) F is the identity.

This version doesn't compile in Lean 4 with Mathlib:

```lean
import Mathlib

open Matrix
open scoped ComplexOrder

namespace FermiMatrix

variable {n : Type*} [Fintype n] [DecidableEq n]

/-- The Fermi matrix `(1 + exp H)⁻¹` of a one-particle Hamiltonian `H`, measured from the chemical
potential in units of the temperature; it is a genuine inverse when `1 + exp H` is invertible. -/
noncomputable def fermi (H : Matrix n n ℂ) : Matrix n n ℂ :=
  (1 + NormedSpace.exp H)⁻¹

/-- The exponential of a Hermitian matrix is positive definite. -/
theorem exp_posDef {H : Matrix n n ℂ} (hH : H.IsHermitian) :
    (NormedSpace.exp H).PosDef := by
  have hhalf : ((1 / 2 : ℂ) • H).IsHermitian := by
    rw [Matrix.IsHermitian, Matrix.conjTranspose_smul, hH.eq]
    simp
  have hsum : (1 / 2 : ℂ) • H + (1 / 2 : ℂ) • H = H := by module
  -- exp H is the square of the Hermitian invertible matrix exp (H / 2)
  have hsq : NormedSpace.exp H =
      (NormedSpace.exp ((1 / 2 : ℂ) • H))ᴴ * NormedSpace.exp ((1 / 2 : ℂ) • H) := by
    rw [hhalf.exp.eq, ← Matrix.exp_add_of_commute _ _ (Commute.refl _), hsum]
  rw [hsq]
  exact Matrix.PosDef.conjTranspose_mul_self _
    (Matrix.mulVec_injective_of_isUnit (Matrix.isUnit_exp _))

/-- For Hermitian `H` the matrix `1 + exp H` is positive definite. -/
theorem one_add_exp_posDef {H : Matrix n n ℂ} (hH : H.IsHermitian) :
    (1 + NormedSpace.exp H).PosDef :=
  Matrix.PosDef.one.add (exp_posDef hH)

/-- For Hermitian `H` the Fermi matrix is a true inverse of `1 + exp H`. -/
theorem one_add_exp_mul_fermi {H : Matrix n n ℂ} (hH : H.IsHermitian) :
    (1 + NormedSpace.exp H) * fermi H = 1 :=
  Matrix.mul_nonsing_inv _
    ((Matrix.isUnit_iff_isUnit_det _).mp (one_add_exp_posDef hH).isUnit)

/-- Under an invertible change of basis the Fermi matrix transforms together with the
Hermitian matrix `H`. -/
theorem fermi_conj {H U : Matrix n n ℂ} (hH : H.IsHermitian) (hU : IsUnit U) :
    fermi (U * H * U⁻¹) = U * fermi H * U⁻¹ := by
  have hr : U * U⁻¹ = 1 :=
    Matrix.mul_nonsing_inv U ((Matrix.isUnit_iff_isUnit_det U).mp hU)
  have hl : U⁻¹ * U = 1 := mul_eq_one_comm.mp hr
  apply Matrix.inv_eq_right_inv
  rw [Matrix.exp_conj U H hU]
  calc (1 + U * NormedSpace.exp H * U⁻¹) * (U * fermi H * U⁻¹)
      = U * fermi H * U⁻¹ + U * NormedSpace.exp H * (U⁻¹ * U) * fermi H * U⁻¹ := by
        noncomm_ring
    _ = U * ((1 + NormedSpace.exp H) * fermi H) * U⁻¹ := by rw [hl]; noncomm_ring
    _ = 1 := by rw [one_add_exp_mul_fermi hH, mul_one, hr]

/-- If `U` diagonalises the Hamiltonian with real levels `ε i`, it diagonalises the Fermi
matrix with occupations `1 / (1 + exp (ε i))`. -/
theorem fermi_levels (ε : n → ℝ) {U : Matrix n n ℂ} (hU : IsUnit U) :
    fermi (U * diagonal (fun i => (ε i : ℂ)) * U⁻¹) =
      U * diagonal (fun i => ((1 / (1 + Real.exp (ε i)) : ℝ) : ℂ)) * U⁻¹ := by
  have hD : (diagonal (fun i => (ε i : ℂ))).IsHermitian := by
    rw [Matrix.IsHermitian, Matrix.diagonal_conjTranspose]
    congr 1
    funext i
    simp
  have hF : fermi (diagonal (fun i => (ε i : ℂ))) =
      diagonal (fun i => ((1 / (1 + Real.exp (ε i)) : ℝ) : ℂ)) := by
    apply Matrix.inv_eq_right_inv
    rw [Matrix.exp_diagonal, ← Matrix.diagonal_one, Matrix.diagonal_add,
      Matrix.diagonal_mul_diagonal]
    congr 1
    funext i
    have h : (1 : ℝ) + Real.exp (ε i) ≠ 0 := by positivity
    have hc : (1 : ℂ) + Complex.exp (ε i) ≠ 0 := by exact_mod_cast h
    rw [Pi.exp_apply, ← Complex.exp_eq_exp_ℂ]
    push_cast
    exact mul_one_div_cancel hc
  rw [fermi_conj hD hU, hF]

end FermiMatrix
```

Messages:

```
Main.lean:75:8: error(lean.unknownIdentifier): Unknown identifier `Pi.exp_apply`
```

As a diff, the version that Lean accepts:

```diff
@@ -73,5 +73,10 @@
     have h : (1 : ℝ) + Real.exp (ε i) ≠ 0 := by positivity
     have hc : (1 : ℂ) + Complex.exp (ε i) ≠ 0 := by exact_mod_cast h
-    rw [Pi.exp_apply, ← Complex.exp_eq_exp_ℂ]
+    -- the exponential of a function is taken componentwise
+    have hpi : NormedSpace.exp (fun j => (ε j : ℂ)) i = NormedSpace.exp (ε i : ℂ) :=
+      NormedSpace.map_exp (Pi.evalRingHom (fun _ : n => ℂ) i) (continuous_apply i) _
+    show (1 + NormedSpace.exp (fun j => (ε j : ℂ)) i) *
+      ((1 / (1 + Real.exp (ε i)) : ℝ) : ℂ) = 1
+    rw [hpi, ← Complex.exp_eq_exp_ℂ]
     push_cast
     exact mul_one_div_cancel hc
```

The message says that Lean knows nothing called `Pi.exp_apply`, so the rewrite that cites it fails. The step it was meant to supply is still needed. `Matrix.exp_diagonal` turns the exponential of the diagonal matrix into the diagonal matrix of an exponential taken in the ring of functions `n → ℂ`. To reach the number exp εᵢ, one must know that this exponential, evaluated at `i`, is the exponential of the value at `i`.

The repair proves this as `hpi`. Evaluation at `i` is a continuous ring homomorphism, and `NormedSpace.map_exp` says that such a map commutes with the exponential. The `show` line writes out the entry's equation with the left side of `hpi` in plain view, and `rw [hpi, ...]` then replaces it. From there `Complex.exp_eq_exp_ℂ`, used backwards as before, gives `Complex.exp`, and the last two lines of the entry's proof stand unchanged. The added comment only describes the step.
